# A perturbation of norm at most one can shift an eigenvalue of a similarity-transformed Hamiltonian arbitrarily far

The theorem `shift_unbounded` concerns a two-level model with the Hermitian Hamiltonian H = diag(0, 1), a cluster operator T whose single amplitude is −s(s + 1), so that T² = 0, and a fixed perturbation F of operator norm at most one that couples the levels in one direction only. It states that for every real s the matrix exp(−T) H exp(T) + F has the eigenvalue s + 1, which lies at distance at least s from every eigenvalue of H. As s grows, H and F stay the same and only T changes, so no fixed multiple of ‖F‖ can bound the shift. The proof cuts the exponential series off after the linear term, computes the perturbed matrix explicitly, and checks that the nonzero vector (s, 1), which need not be normalised, is an eigenvector for s + 1. It then compares s + 1 with the only possible eigenvalues of H, 0 and 1.

The failing Lean file:

```lean
import Mathlib

open Matrix
open scoped Matrix.Norms.L2Operator

namespace ShiftUnbounded

noncomputable section

variable {n : Type*} [Fintype n] [DecidableEq n]

/-- The similarity-transformed Hamiltonian `exp(-T) H exp(T)` of coupled-cluster theory. -/
def hbar (H T : Matrix n n ℂ) : Matrix n n ℂ :=
  NormedSpace.exp (-T) * H * NormedSpace.exp T

/-- The number `z` is an eigenvalue of `A`: some nonzero vector `v` satisfies `A v = z v`. -/
def IsEigenvalue (A : Matrix n n ℂ) (z : ℂ) : Prop :=
  ∃ v : n → ℂ, v ≠ 0 ∧ A *ᵥ v = z • v

/-- If `T ^ k = 0`, the exponential series of `T` ends after its first `k` terms. -/
theorem exp_eq_sum {T : Matrix n n ℂ} {k : ℕ} (hT : T ^ k = 0) :
    NormedSpace.exp T = ∑ j ∈ Finset.range k, ((j.factorial : ℂ)⁻¹) • T ^ j := by
  rw [congrFun (NormedSpace.exp_eq_tsum ℂ) T]
  apply tsum_eq_sum
  intro j hj
  rw [pow_eq_zero_of_le (by simpa using hj) hT, smul_zero]

/-- A two-level Hamiltonian with energies 0 and 1. -/
def modelH : Matrix (Fin 2) (Fin 2) ℂ := !![0, 0; 0, 1]

/-- A two-level cluster operator with the single amplitude `-s (s + 1)`, taking the second level
(the reference) to the first. -/
def modelT (s : ℝ) : Matrix (Fin 2) (Fin 2) ℂ := !![0, -(s * (s + 1)); 0, 0]

/-- A perturbation that couples the two levels in one direction only. -/
def modelF : Matrix (Fin 2) (Fin 2) ℂ := !![0, 0; 1, 0]

/-- No fixed multiple of `‖F‖` bounds the shift: in the two-level model `H` is Hermitian, `T ^ 2 = 0`
and `‖F‖ ≤ 1`, yet for every real `s` the matrix `Hbar + F` has the eigenvalue `s + 1`, at
distance at least `s` from every eigenvalue of `H`. -/
theorem shift_unbounded (s : ℝ) :
    modelH.IsHermitian ∧ modelT s ^ 2 = 0 ∧ ‖modelF‖ ≤ 1 ∧
      IsEigenvalue (hbar modelH (modelT s) + modelF) (s + 1) ∧
      ∀ E : ℂ, IsEigenvalue modelH E → s ≤ ‖(s + 1 : ℂ) - E‖ := by
  have hT : modelT s ^ 2 = 0 := by
    rw [sq]
    ext i j
    fin_cases i <;> fin_cases j <;> simp [modelT, Matrix.mul_apply, Fin.sum_univ_succ]
  refine ⟨?_, hT, ?_, ?_, ?_⟩
  · ext i j
    fin_cases i <;> fin_cases j <;> simp [modelH]
  · -- `F* F` is an orthogonal projection, so its norm is at most one
    have hP : star (star modelF * modelF) * (star modelF * modelF) = star modelF * modelF := by
      ext i j
      fin_cases i <;> fin_cases j <;>
        simp [modelF, Matrix.star_eq_conjTranspose, Matrix.mul_apply, Fin.sum_univ_succ]
    have h1 := CStarRing.norm_star_mul_self (x := star modelF * modelF)
    rw [hP, CStarRing.norm_star_mul_self] at h1
    by_contra hlt
    push Not at hlt
    have h3 : 1 < ‖modelF‖ * ‖modelF‖ := by nlinarith
    nlinarith
  · have e1 : NormedSpace.exp (modelT s) = 1 + modelT s := by
      rw [exp_eq_sum hT]
      simp [Finset.sum_range_succ]
    have e2 : NormedSpace.exp (-modelT s) = 1 - modelT s := by
      rw [exp_eq_sum (T := -modelT s) (k := 2) (by rw [neg_sq, hT])]
      simp [Finset.sum_range_succ, sub_eq_add_neg]
    have hM : hbar modelH (modelT s) + modelF = !![0, (s * (s + 1) : ℂ); 1, 1] := by
      rw [hbar, e1, e2]
      ext i j
      fin_cases i <;> fin_cases j <;>
        simp [modelH, modelT, modelF, Matrix.mul_apply, Fin.sum_univ_succ]
    refine ⟨![(s : ℂ), 1], fun h => by simpa using congrFun h 1, ?_⟩
    rw [hM]
    ext i
    fin_cases i <;> simp [Matrix.mulVec, dotProduct, Fin.sum_univ_succ] <;> ring
  · rintro E ⟨v, hv, hE⟩
    have h0 : E = 0 ∨ v 0 = 0 := by
      simpa [modelH, Matrix.mulVec, dotProduct, Fin.sum_univ_succ] using congrFun hE 0
    have h1 : v 1 = E * v 1 := by
      simpa [modelH, Matrix.mulVec, dotProduct, Fin.sum_univ_succ] using congrFun hE 1
    have hre := (le_abs_self _).trans (Complex.abs_re_le_norm ((s + 1 : ℂ) - E))
    rcases h0 with h0 | h0
    · simp only [h0, Complex.sub_re, Complex.add_re, Complex.ofReal_re, Complex.one_re,
        Complex.zero_re] at hre ⊢
      linarith
    · have hv1 : v 1 ≠ 0 := by
        intro h
        apply hv
        ext i
        fin_cases i
        · exact h0
        · exact h
      have hE1 : E = 1 := mul_right_cancel₀ hv1 (by rw [← h1, one_mul])
      simp only [hE1, Complex.sub_re, Complex.add_re, Complex.ofReal_re, Complex.one_re] at hre ⊢
      linarith

end

end ShiftUnbounded
```

Compiling this gives:

```
Main.lean:69:82: error: unsolved goals
case «0».«1»
s : ℝ
hT : modelT s ^ 2 = 0
e1 : NormedSpace.exp (modelT s) = 1 + modelT s
e2 : NormedSpace.exp (-modelT s) = 1 - modelT s
⊢ ↑s * (↑s + 1) * 1 (Fin.succ 0) 1 = ↑s * (↑s + 1)

case «1».«1»
s : ℝ
hT : modelT s ^ 2 = 0
e1 : NormedSpace.exp (modelT s) = 1 + modelT s
e2 : NormedSpace.exp (-modelT s) = 1 - modelT s
⊢ 1 1 (Fin.succ 0) * 1 (Fin.succ 0) 1 = 1
```

Diagnosis. The error is in `hM`, which gives the perturbed matrix entry by entry. `simp` leaves two of the four entries unproved, and both goals are true: `1 (Fin.succ 0) 1` and `1 1 (Fin.succ 0)` are diagonal entries of the identity matrix, hence equal to 1. The identity comes from `e1` and `e2`, and expanding the products with `Matrix.mul_apply` and `Fin.sum_univ_succ` writes the second index as `Fin.succ 0`. `simp` does not turn this into `1` here, so it does not see that the two indices agree, and the entry stays unevaluated.

The repair rewrites with `Matrix.one_fin_two`, which replaces the identity by the explicit matrix `!![1, 0; 0, 1]`. Once the definitions are unfolded, every factor is an explicit 2 × 2 matrix, and `simp` can multiply them without the two expansion lemmas, which are dropped; the sums that produced `Fin.succ 0` are no longer introduced by them.

Moving `ring` to its own line in the eigenvector check is mere tidying: `simp` leaves only one goal there.

The repair, with which the file compiles:

```diff
@@ -68,12 +68,13 @@
       simp [Finset.sum_range_succ, sub_eq_add_neg]
     have hM : hbar modelH (modelT s) + modelF = !![0, (s * (s + 1) : ℂ); 1, 1] := by
-      rw [hbar, e1, e2]
+      rw [hbar, e1, e2, Matrix.one_fin_two]
       ext i j
       fin_cases i <;> fin_cases j <;>
-        simp [modelH, modelT, modelF, Matrix.mul_apply, Fin.sum_univ_succ]
+        simp [modelH, modelT, modelF]
     refine ⟨![(s : ℂ), 1], fun h => by simpa using congrFun h 1, ?_⟩
     rw [hM]
     ext i
-    fin_cases i <;> simp [Matrix.mulVec, dotProduct, Fin.sum_univ_succ] <;> ring
+    fin_cases i <;> simp [Matrix.mulVec, dotProduct, Fin.sum_univ_succ]
+    ring
   · rintro E ⟨v, hv, hE⟩
     have h0 : E = 0 ∨ v 0 = 0 := by
```
